# For positive semidefinite energy channels with L₀ positive definite, the open-circuit heat-response tensor L₂ − L₁L₀⁻¹L₁ is positive semidefinite

When no particle current flows, heat carried by electrons in finitely many energy channels has no component up the temperature gradient, even in an anisotropic crystal: the tensor

κ = L₂ − L₁L₀⁻¹L₁

is positive semidefinite if L₀ is positive definite. Here Lₖ = Σᵢ eᵢᵏ Aᵢ, where channel i has energy eᵢ, measured from the chemical potential, and a real symmetric positive semidefinite conductivity matrix Aᵢ.

What puzzles me is the minus sign. The subtracted term is itself positive semidefinite, and the Aᵢ need not commute, so I can't diagonalise them all together and argue axis by axis. What stops the thermoelectric correction from exceeding L₂ along some skew direction?

## Every channel feels one combined force

The subtraction cannot win because κ measures the dissipation at open circuit, and that is a sum of nonnegative channel terms. Let F be the electrochemical force and g the thermal force, −∇T/T. The particle current J and heat current Q are

J = L₀F + L₁g

Q = L₁F + L₂g

Inserting the sums for Lₖ gives the dissipation

F·J + g·Q = Σᵢ [F·AᵢF + eᵢ F·Aᵢg + eᵢ g·AᵢF + eᵢ² g·Aᵢg]

and each bracket is a complete quadratic form:

F·J + g·Q = Σᵢ (F + eᵢg)·Aᵢ(F + eᵢg) ≥ 0

Open circuit means J = 0, that is L₀F = −L₁g. As L₀ is invertible, the only solution is

F₀ = −L₀⁻¹L₁g

Substitution gives Q = L₂g − L₁L₀⁻¹L₁g = κg. The term F₀·J vanishes, so

g·κg = Σᵢ (F₀ + eᵢg)·Aᵢ(F₀ + eᵢg) ≥ 0

Since every Lₖ is symmetric, (L₁L₀⁻¹L₁)ᵀ = L₁L₀⁻¹L₁, and κ is symmetric too. No commutation was needed.

The open-circuit force also minimises the dissipation D(F) at fixed g. With L₁g = −L₀F₀,

D(F) = F·L₀F − 2F·L₀F₀ + g·L₂g

D(F) − D(F₀) = (F − F₀)·L₀(F − F₀) ≥ 0

Finally, suppose that two channels i and j have positive definite matrices and eᵢ ≠ eⱼ. Then x·L₀x ≥ x·Aᵢx > 0 for x ≠ 0, so L₀ is positive definite. For g ≠ 0 the forces F₀ + eᵢg and F₀ + eⱼg differ by (eᵢ − eⱼ)g ≠ 0, so they cannot both vanish. At least one term in g·κg is strictly positive, and κ is positive definite.

The smallest cases show where the heat comes from. A single channel with positive definite A gives κ = e²A − e²AA⁻¹A = 0: stopping the particles stops the heat. Two channels in one dimension, with conductivities a₁, a₂ > 0, give

κ = a₁a₂(e₁ − e₂)²/(a₁ + a₂)

which tends to zero as the energies merge. Open-circuit heat flow here needs opposite particle currents at different energies.

## Currents and tensors in Lean

The finite type `ι` labels channels and the finite type `n` labels Cartesian components, so the dimension is any finite number. `moment A e k` is Lₖ; `particleCurrent` and `heatCurrent` are J and Q; `*ᵥ` applies a matrix to a vector and `⬝ᵥ` is the dot product. Over the reals, `PosSemidef` includes symmetry.

The main theorem, `kappa_posSemidef`, assumes that every `A i` is positive semidefinite, so no channel alone has negative dissipation, and that L₀ is positive definite, so the material conducts particles in every direction. It concludes that `kappa A e` is positive semidefinite, and that each `g` has exactly one `F` with zero particle current, for which the heat current is `kappa A e *ᵥ g`. `openCircuit_minimises_dissipation` states the minimum, and `kappa_posDef` the strict result, with positivity of L₀ as a conclusion.

With g = −∇T/T, the open-circuit heat current is Q = −(κ/T)∇T, so the electronic part of the thermal conductivity in Fourier's law is κ/T. The step left to the physics is the reduction of a material's linear response to a finite list of energy-resolved matrices Aᵢ, for example by a relaxation-time model on an energy grid.

In such a band-structure calculation, with a finite grid and positive semidefinite Aᵢ, the electronic κ has, apart from rounding errors, no negative eigenvalue when L₀ is positive definite and all three moments use the same Aᵢ and eᵢ. Changing one moment alone can break this: in one dimension, a single channel with A = 1 and e = 1 has L₀ = L₁ = L₂ = 1 and κ = 0, and lowering only L₂ to 0.9 gives κ = −0.1.

```lean
import Mathlib

open Matrix

namespace TensorThermalConductivity

noncomputable section

variable {ι n : Type*} [Fintype ι] [Fintype n]

/-- The transport tensor `L_k = ∑ e_i ^ k A_i` of channels with conductivity tensors `A_i` and
energies `e_i` measured from the chemical potential. -/
def moment (A : ι → Matrix n n ℝ) (e : ι → ℝ) (k : ℕ) : Matrix n n ℝ :=
  ∑ i, e i ^ k • A i

/-- The particle current `L₀ F + L₁ g` driven by a force `F` and a thermal force `g`. -/
def particleCurrent (A : ι → Matrix n n ℝ) (e : ι → ℝ) (F g : n → ℝ) : n → ℝ :=
  moment A e 0 *ᵥ F + moment A e 1 *ᵥ g

/-- The heat current `L₁ F + L₂ g` driven by a force `F` and a thermal force `g`. -/
def heatCurrent (A : ι → Matrix n n ℝ) (e : ι → ℝ) (F g : n → ℝ) : n → ℝ :=
  moment A e 1 *ᵥ F + moment A e 2 *ᵥ g

/-- The open-circuit heat-response tensor `L₂ - L₁ L₀⁻¹ L₁`, meant for invertible `L₀`. For the
thermal force `-∇T/T` it is the temperature times the thermal conductivity tensor. -/
def kappa [DecidableEq n] (A : ι → Matrix n n ℝ) (e : ι → ℝ) : Matrix n n ℝ :=
  moment A e 2 - moment A e 1 * (moment A e 0)⁻¹ * moment A e 1

variable {A : ι → Matrix n n ℝ} {e : ι → ℝ}

/-- The bilinear form of a transport tensor is the energy-weighted sum of the channel forms. -/
theorem moment_form (A : ι → Matrix n n ℝ) (e : ι → ℝ) (k : ℕ) (x y : n → ℝ) :
    x ⬝ᵥ moment A e k *ᵥ y = ∑ i, e i ^ k * (x ⬝ᵥ A i *ᵥ y) := by
  classical
  have key : ∀ s : Finset ι, x ⬝ᵥ (∑ i ∈ s, e i ^ k • A i) *ᵥ y
      = ∑ i ∈ s, e i ^ k * (x ⬝ᵥ A i *ᵥ y) := by
    intro s
    induction s using Finset.induction_on with
    | empty => simp
    | insert a s ha ih =>
      rw [Finset.sum_insert ha, Finset.sum_insert ha, Matrix.add_mulVec, dotProduct_add, ih,
        Matrix.smul_mulVec, dotProduct_smul, smul_eq_mul]
  exact key Finset.univ

omit [Fintype n] in
/-- Transport tensors built from symmetric positive semidefinite channels are symmetric. -/
theorem moment_transpose (hA : ∀ i, (A i).PosSemidef) (e : ι → ℝ) (k : ℕ) :
    (moment A e k)ᵀ = moment A e k := by
  unfold moment
  rw [Matrix.transpose_sum]
  refine Finset.sum_congr rfl fun i _ => ?_
  have h := (hA i).isHermitian.eq
  rw [Matrix.conjTranspose_eq_transpose_of_trivial] at h
  rw [Matrix.transpose_smul, h]

/-- The dissipation, force times particle current plus thermal force times heat current, is a sum
over channels, each of which feels the combined force `F + e_i g`. -/
theorem dissipation_eq_sum (A : ι → Matrix n n ℝ) (e : ι → ℝ) (F g : n → ℝ) :
    F ⬝ᵥ particleCurrent A e F g + g ⬝ᵥ heatCurrent A e F g
      = ∑ i, (F + e i • g) ⬝ᵥ A i *ᵥ (F + e i • g) := by
  simp only [particleCurrent, heatCurrent, dotProduct_add, moment_form,
    ← Finset.sum_add_distrib]
  refine Finset.sum_congr rfl fun i _ => ?_
  simp only [Matrix.mulVec_add, Matrix.mulVec_smul, dotProduct_add, add_dotProduct,
    smul_dotProduct, dotProduct_smul, smul_eq_mul]
  ring

/-- If `L₀` is invertible, the particle current vanishes exactly for the force
`F = -L₀⁻¹ L₁ g`. -/
theorem openCircuit_iff [DecidableEq n] (h0 : IsUnit (moment A e 0).det) (F g : n → ℝ) :
    particleCurrent A e F g = 0 ↔ F = -((moment A e 0)⁻¹ *ᵥ (moment A e 1 *ᵥ g)) := by
  constructor
  · intro h
    have h1 : moment A e 0 *ᵥ F = -(moment A e 1 *ᵥ g) := eq_neg_of_add_eq_zero_left h
    calc F = (moment A e 0)⁻¹ *ᵥ (moment A e 0 *ᵥ F) := by
          rw [Matrix.mulVec_mulVec, Matrix.nonsing_inv_mul _ h0, Matrix.one_mulVec]
      _ = _ := by rw [h1, Matrix.mulVec_neg]
  · rintro rfl
    rw [particleCurrent, Matrix.mulVec_neg, Matrix.mulVec_mulVec,
      Matrix.mul_nonsing_inv _ h0, Matrix.one_mulVec, neg_add_cancel]

/-- If `L₀` is invertible and no particle current flows, the heat current is the open-circuit
heat-response tensor applied to the thermal force. -/
theorem heatCurrent_openCircuit [DecidableEq n] (h0 : IsUnit (moment A e 0).det)
    {F g : n → ℝ} (hj : particleCurrent A e F g = 0) :
    heatCurrent A e F g = kappa A e *ᵥ g := by
  rw [(openCircuit_iff h0 F g).1 hj]
  simp only [heatCurrent, kappa, Matrix.sub_mulVec, Matrix.mulVec_neg, ← Matrix.mulVec_mulVec]
  abel

/-- For positive semidefinite channels with `L₀` positive definite, the open-circuit heat-response
tensor is positive semidefinite. Each thermal force `g` has exactly one force `F` that stops the
particle current, and the heat current is then this tensor applied to `g`. -/
theorem kappa_posSemidef [DecidableEq n] (hA : ∀ i, (A i).PosSemidef)
    (h0 : (moment A e 0).PosDef) :
    (kappa A e).PosSemidef ∧ ∀ g : n → ℝ, ∃ F : n → ℝ,
      (∀ F', particleCurrent A e F' g = 0 ↔ F' = F) ∧
        heatCurrent A e F g = kappa A e *ᵥ g := by
  have hu : IsUnit (moment A e 0).det := isUnit_iff_ne_zero.2 h0.det_pos.ne'
  refine ⟨Matrix.PosSemidef.of_dotProduct_mulVec_nonneg ?_ fun g => ?_, fun g =>
    ⟨_, fun F' => openCircuit_iff hu F' g,
      heatCurrent_openCircuit hu ((openCircuit_iff hu _ g).2 rfl)⟩⟩
  · show (kappa A e)ᴴ = kappa A e
    simp only [Matrix.conjTranspose_eq_transpose_of_trivial, kappa, Matrix.transpose_sub,
      Matrix.transpose_mul, Matrix.transpose_nonsing_inv, moment_transpose hA, Matrix.mul_assoc]
  · -- at open circuit the dissipation is the quadratic form of `kappa A e`
    have hj := (openCircuit_iff hu _ g).2 rfl
    have hs := dissipation_eq_sum A e (-((moment A e 0)⁻¹ *ᵥ (moment A e 1 *ᵥ g))) g
    rw [hj, dotProduct_zero, zero_add, heatCurrent_openCircuit hu hj] at hs
    rw [star_trivial, hs]
    refine Finset.sum_nonneg fun i _ => ?_
    simpa only [star_trivial] using (hA i).dotProduct_mulVec_nonneg _

/-- For positive semidefinite channels with `L₀` positive definite, the dissipation at given
thermal force `g` is never below its open-circuit value `g · κ g`, whatever the force `F`. -/
theorem openCircuit_minimises_dissipation [DecidableEq n] (hA : ∀ i, (A i).PosSemidef)
    (h0 : (moment A e 0).PosDef) (F g : n → ℝ) :
    g ⬝ᵥ kappa A e *ᵥ g
      ≤ F ⬝ᵥ particleCurrent A e F g + g ⬝ᵥ heatCurrent A e F g := by
  have symm : ∀ (k : ℕ) (x y : n → ℝ),
      x ⬝ᵥ moment A e k *ᵥ y = y ⬝ᵥ moment A e k *ᵥ x := by
    intro k x y
    rw [Matrix.dotProduct_mulVec, ← Matrix.mulVec_transpose, moment_transpose hA,
      dotProduct_comm]
  obtain ⟨F₀, hF, hq⟩ := (kappa_posSemidef hA h0).2 g
  have hj : particleCurrent A e F₀ g = 0 := (hF F₀).2 rfl
  have h1 : F ⬝ᵥ particleCurrent A e F₀ g = 0 := by rw [hj, dotProduct_zero]
  have h2 : F₀ ⬝ᵥ particleCurrent A e F₀ g = 0 := by rw [hj, dotProduct_zero]
  -- the excess dissipation is the `L₀`-form of the deviation from the open-circuit force
  have h3 := h0.posSemidef.dotProduct_mulVec_nonneg (F - F₀)
  rw [star_trivial] at h3
  rw [← hq]
  simp only [particleCurrent, heatCurrent, dotProduct_add, Matrix.mulVec_sub, dotProduct_sub,
    sub_dotProduct] at h1 h2 h3 ⊢
  linarith [symm 0 F F₀, symm 1 g F, symm 1 g F₀]

/-- If all channels are positive semidefinite and two channels of different energy are positive
definite, then both `L₀` and the open-circuit heat-response tensor are positive definite. -/
theorem kappa_posDef [DecidableEq n] (hA : ∀ i, (A i).PosSemidef) {i j : ι}
    (hi : (A i).PosDef) (hj : (A j).PosDef) (hij : e i ≠ e j) :
    (moment A e 0).PosDef ∧ (kappa A e).PosDef := by
  have nonneg : ∀ k (x : n → ℝ), 0 ≤ x ⬝ᵥ A k *ᵥ x := fun k x => by
    simpa only [star_trivial] using (hA k).dotProduct_mulVec_nonneg x
  have pos : ∀ k, (A k).PosDef → ∀ x : n → ℝ, x ≠ 0 → 0 < x ⬝ᵥ A k *ᵥ x := fun k hk x hx => by
    simpa only [star_trivial] using hk.dotProduct_mulVec_pos hx
  have h0 : (moment A e 0).PosDef := by
    refine Matrix.posDef_iff_dotProduct_mulVec.2 ⟨?_, fun x hx => ?_⟩
    · show (moment A e 0)ᴴ = moment A e 0
      rw [Matrix.conjTranspose_eq_transpose_of_trivial, moment_transpose hA]
    · rw [star_trivial, moment_form]
      simp only [pow_zero, one_mul]
      exact Finset.sum_pos' (fun k _ => nonneg k x) ⟨i, Finset.mem_univ i, pos i hi x hx⟩
  refine ⟨h0, Matrix.posDef_iff_dotProduct_mulVec.2
    ⟨(kappa_posSemidef hA h0).1.isHermitian, fun g hg => ?_⟩⟩
  obtain ⟨F, hF, hq⟩ := (kappa_posSemidef hA h0).2 g
  have hs := dissipation_eq_sum A e F g
  rw [(hF F).2 rfl, dotProduct_zero, zero_add, hq] at hs
  rw [star_trivial, hs]
  -- one force cannot cancel the thermal force at two different energies
  by_cases hz : F + e i • g = 0
  · have hz' : F + e j • g ≠ 0 := by
      intro h
      have h' : (e i - e j) • g = 0 := by
        rw [sub_smul, ← add_sub_add_left_eq_sub (e i • g) (e j • g) F, hz, h, sub_zero]
      exact (smul_ne_zero (sub_ne_zero.2 hij) hg) h'
    exact Finset.sum_pos' (fun k _ => nonneg k _) ⟨j, Finset.mem_univ j, pos j hj _ hz'⟩
  · exact Finset.sum_pos' (fun k _ => nonneg k _) ⟨i, Finset.mem_univ i, pos i hi _ hz⟩

end

end TensorThermalConductivity
```

```lean
#print axioms TensorThermalConductivity.kappa_posSemidef
#print axioms TensorThermalConductivity.openCircuit_minimises_dissipation
#print axioms TensorThermalConductivity.kappa_posDef
```

```
'TensorThermalConductivity.kappa_posSemidef' depends on axioms: [propext, Classical.choice, Quot.sound]
'TensorThermalConductivity.openCircuit_minimises_dissipation' depends on axioms: [propext, Classical.choice, Quot.sound]
'TensorThermalConductivity.kappa_posDef' depends on axioms: [propext, Classical.choice, Quot.sound]
```

## From the dissipation identity to the matrix inequality

`moment_form` turns a bilinear form of Lₖ into a sum over channels, by induction on the set of channels. `moment_transpose` supplies the symmetry of the moments. `dissipation_eq_sum` uses the first of these, then expands each channel term and closes with `ring`.

`openCircuit_iff` multiplies L₀F = −L₁g by the inverse in one direction and substitutes the solution in the other. `heatCurrent_openCircuit` inserts that force into Q. Both need only an invertible L₀, without any positivity.

The device that joins these parts is `Matrix.PosSemidef.of_dotProduct_mulVec_nonneg`. It splits the matrix claim into two goals: κ equals its conjugate transpose, and its quadratic form is nonnegative at every `g`. The first follows from `moment_transpose`. For the second, the proof takes the dissipation identity at F₀ as `hs` and rewrites it with J = 0 and Q = κg. Its left side is then exactly the quadratic form in the goal, so one rewrite leaves a sum of nonnegative terms, closed by `Finset.sum_nonneg`. The lemma is written for complex matrices as well, and `star_trivial` removes the conjugation over the reals.

For the minimum, `h3` is the nonnegative L₀-form of F − F₀, while `h1` and `h2` are the open-circuit equation dotted with F and F₀. After expansion, `linarith` combines them with the symmetry of L₀ and L₁. For strict positivity, the proof asks whether F₀ + eᵢg is zero. If it is, channel j gives the positive term; otherwise channel i does. `Finset.sum_pos'` needs just one such term among nonnegative ones.
